# Radial moments of a product of two Slater functions with the same principal quantum number

The theorem `radial_moment` concerns two normalised Slater radial functions with the same principal quantum number n ≥ 1 and positive exponents ζₛ and ζₚ, which may differ. It states that the integral of their product times r^j, with the radial volume factor r², over r > 0 is (4ζₛζₚ)^(n+1/2) / (2n)! · (2n+j)! / (ζₛ+ζₚ)^(2n+j+1), for every natural number j. The attempt first proves the integral of a power times a decaying exponential from Mathlib's Gamma integral. It then rewrites the integrand pointwise as a constant times such a function, takes the constant out and applies the formula.

As first written in Lean, the proof fails:

```lean
import Mathlib

open MeasureTheory Set
open scoped Real

namespace SlaterHybridisationDipole

noncomputable section

/-- The Slater radial function with principal quantum number `n` and exponent `z`. -/
def slaterRadial (n : ℕ) (z r : ℝ) : ℝ :=
  (2 * z) ^ ((n : ℝ) + 1 / 2) * r ^ (n - 1) * Real.exp (-(z * r)) / √((2 * n).factorial : ℝ)

/-- The radial moments of a product of two Slater functions with the same principal
quantum number. -/
theorem radial_moment {n : ℕ} (hn : 1 ≤ n) (j : ℕ) {zs zp : ℝ} (hs : 0 < zs) (hp : 0 < zp) :
    ∫ r in Ioi (0 : ℝ), slaterRadial n zs r * slaterRadial n zp r * r ^ j * r ^ 2 =
      (4 * zs * zp) ^ ((n : ℝ) + 1 / 2) / ((2 * n).factorial : ℝ) *
        (((2 * n + j).factorial : ℝ) / (zs + zp) ^ (2 * n + j + 1)) := by
  -- the Gamma integral for a power times an exponential
  have gam : ∀ (k : ℕ) (b : ℝ), 0 < b →
      ∫ r in Ioi (0 : ℝ), r ^ k * Real.exp (-(b * r)) = (k.factorial : ℝ) / b ^ (k + 1) := by
    intro k b hb
    have h := Real.integral_rpow_mul_exp_neg_mul_Ioi
      (show (0 : ℝ) < (k : ℝ) + 1 by positivity) hb
    have e : (1 / b) ^ ((k : ℝ) + 1) = 1 / b ^ (k + 1) := by
      rw [show (k : ℝ) + 1 = ((k + 1 : ℕ) : ℝ) from (Nat.cast_succ k).symm,
        Real.rpow_natCast, one_div_pow]
    rw [Real.Gamma_nat_eq_factorial, e, add_sub_cancel_right] at h
    simp only [Real.rpow_natCast] at h
    rw [h]
    ring
  have h1 : (2 * zs) ^ ((n : ℝ) + 1 / 2) * (2 * zp) ^ ((n : ℝ) + 1 / 2) =
      (4 * zs * zp) ^ ((n : ℝ) + 1 / 2) := by
    rw [← Real.mul_rpow (by positivity) (by positivity),
      show 2 * zs * (2 * zp) = 4 * zs * zp by ring]
  have h2 : √((2 * n).factorial : ℝ) * √((2 * n).factorial : ℝ) = ((2 * n).factorial : ℝ) :=
    Real.mul_self_sqrt (by positivity)
  -- the powers of r combine because n is at least one
  have key : ∀ r : ℝ, slaterRadial n zs r * slaterRadial n zp r * r ^ j * r ^ 2 =
      (4 * zs * zp) ^ ((n : ℝ) + 1 / 2) / ((2 * n).factorial : ℝ) *
        (r ^ (2 * n + j) * Real.exp (-((zs + zp) * r))) := by
    intro r
    have h3 : Real.exp (-((zs + zp) * r)) = Real.exp (-(zs * r)) * Real.exp (-(zp * r)) := by
      rw [← Real.exp_add]
      congr 1
      ring
    have h4 : r ^ (2 * n + j) = r ^ (n - 1) * r ^ (n - 1) * r ^ j * r ^ 2 := by
      rw [← pow_add, ← pow_add, ← pow_add]
      congr 1
      omega
    rw [h3, h4, ← h1]
    nth_rewrite 3 [← h2]
    unfold slaterRadial
    ring
  simp_rw [key]
  rw [integral_const_mul, gam _ _ (add_pos hs hp)]

end

end SlaterHybridisationDipole
```

Compiling this gives:

```
Main.lean:53:19: error: Tactic `rewrite` failed: Did not find an occurrence of the pattern
  ↑(2 * n).factorial
in the target expression
  slaterRadial n zs r * slaterRadial n zp r * r ^ j * r ^ 2 =
    (2 * zs) ^ (↑n + 1 / 2) * (2 * zp) ^ (↑n + 1 / 2) / ↑(2 * n).factorial *
      (r ^ (n - 1) * r ^ (n - 1) * r ^ j * r ^ 2 * (rexp (-(zs * r)) * rexp (-(zp * r))))

n : ℕ
hn : 1 ≤ n
j : ℕ
zs zp : ℝ
hs : 0 < zs
hp : 0 < zp
gam : ∀ (k : ℕ) (b : ℝ), 0 < b → ∫ (r : ℝ) in Ioi 0, r ^ k * rexp (-(b * r)) = ↑k.factorial / b ^ (k + 1)
h1 : (2 * zs) ^ (↑n + 1 / 2) * (2 * zp) ^ (↑n + 1 / 2) = (4 * zs * zp) ^ (↑n + 1 / 2)
h2 : √↑(2 * n).factorial * √↑(2 * n).factorial = ↑(2 * n).factorial
r : ℝ
h3 : rexp (-((zs + zp) * r)) = rexp (-(zs * r)) * rexp (-(zp * r))
h4 : r ^ (2 * n + j) = r ^ (n - 1) * r ^ (n - 1) * r ^ j * r ^ 2
⊢ slaterRadial n zs r * slaterRadial n zp r * r ^ j * r ^ 2 =
    (2 * zs) ^ (↑n + 1 / 2) * (2 * zp) ^ (↑n + 1 / 2) / ↑(2 * n).factorial *
      (r ^ (n - 1) * r ^ (n - 1) * r ^ j * r ^ 2 * (rexp (-(zs * r)) * rexp (-(zp * r))))
```

What went wrong. The error arises in the pointwise identity `key`. The equation `h2` says that √(2n)! · √(2n)! = (2n)!, and `← h2` is meant to replace the factorial by the product of roots. But `nth_rewrite 3` asks for the third occurrence of the factorial, and the goal at that point shows only one, in the denominator on the right. The factorials in the two Slater functions are still hidden inside `slaterRadial`, which is unfolded only on the next line. Lean therefore reports that it did not find the pattern, although one instance is visible in the printed goal.

The repair uses `rw [← h2]`, which asks for no third occurrence and rewrites the one that is there. Since `slaterRadial` is still folded, the factorials under its square roots are left alone. Once the definition is unfolded, both sides have the same square roots in their denominators, and `ring` closes the goal.

This version goes through:

```diff
@@ -51,5 +51,5 @@
       omega
     rw [h3, h4, ← h1]
-    nth_rewrite 3 [← h2]
+    rw [← h2]
     unfold slaterRadial
     ring
```
